# The fidelity of two qubit states in terms of their Bloch vectors

## From two Bloch vectors to one number

A simulation of a noisy single-qubit gate can return a density matrix, and the fidelity is one way to compare it with the target state. If both states are stored as Bloch vectors $r$ and $s$, the comparison takes three scalar products and one square root:

$$
F=\tfrac12\Bigl(1+r\cdot s+\sqrt{(1-|r|^2)(1-|s|^2)}\Bigr).
$$

No matrix is diagonalised. The fidelity itself, however, is defined through matrix square roots. For density matrices $\rho$ and $\sigma$, let $A$ be the positive semidefinite root of $\rho$, and let $R$ be the positive semidefinite root of $A\sigma A$. Then

$$
F(\rho,\sigma)=(\operatorname{Tr}R)^2=\Bigl(\operatorname{Tr}\sqrt{\sqrt\rho\,\sigma\sqrt\rho}\Bigr)^2 .
$$

This is the squared convention; some texts call $\operatorname{Tr}R$ the fidelity. The derivation below goes from the definition by roots to the formula in Bloch vectors, with an intermediate form in which the matrices enter through one trace and two determinants:

$$
F=\operatorname{Tr}(\rho\sigma)+2\sqrt{\det\rho\,\det\sigma}.
$$

## The trace of a root without the root

Let $R$ be any $2\times2$ matrix with rows $(a,b)$ and $(c,d)$. Then $\operatorname{Tr}R^2=a^2+2bc+d^2$ and $\det R=ad-bc$, so

$$
(\operatorname{Tr}R)^2=a^2+2ad+d^2=\operatorname{Tr}R^2+2\det R .
$$

In terms of eigenvalues this is $(\lambda_1+\lambda_2)^2=\lambda_1^2+\lambda_2^2+2\lambda_1\lambda_2$. It is the point at which dimension two enters: with three or more eigenvalues, the cross terms do not in general add up to twice the determinant.

Both terms on the right can be found from $R^2$, which is known. It helps to allow a more general $A$ than the positive root. Let $A$ be any matrix with $AA^\dagger=\rho$, and let $R$ be positive semidefinite with $R^2=A^\dagger\sigma A$. Such an $A$ is an amplitude of $\rho$: its entries are the coefficients of a pure state of the qubit and a second two-level system, whose reduced state on the first is $\rho$.

Cyclicity of the trace gives the first term,

$$
\operatorname{Tr}R^2=\operatorname{Tr}(A^\dagger\sigma A)=\operatorname{Tr}(AA^\dagger\sigma)=\operatorname{Tr}(\rho\sigma).
$$

Multiplicativity of the determinant gives the square of the second,

$$
(\det R)^2=\det A^\dagger\,\det\sigma\,\det A=\det(AA^\dagger)\det\sigma=\det\rho\,\det\sigma .
$$

This leaves a sign open, and positivity settles it. The eigenvalues of $R$ are nonnegative, hence $\det R\ge0$ and $\det R=\sqrt{\det\rho\,\det\sigma}$. Putting the two terms together,

$$
(\operatorname{Tr}R)^2=\operatorname{Tr}(\rho\sigma)+2\sqrt{\det\rho\,\det\sigma}.
$$

The positive root of $\rho$ is Hermitian, so for it $AA^\dagger=A^2=\rho$ and $A^\dagger\sigma A=A\sigma A$. The definition of the fidelity is therefore a special case.

## Overlap and determinant in Bloch form

Number the components of the Bloch vector from zero, $r=(r_0,r_1,r_2)$, for the $x$, $y$ and $z$ directions. The state is

$$
\rho=\frac12\begin{pmatrix}1+r_2 & r_0-ir_1\\ r_0+ir_1 & 1-r_2\end{pmatrix},
$$

and $\sigma$ has the same form with $s$ in place of $r$. Its determinant is

$$
\det\rho=\frac{(1-r_2^2)-(r_0^2+r_1^2)}{4}=\frac{1-|r|^2}{4}.
$$

For the overlap, the diagonal entries of $\rho\sigma$ add up to

$$
\begin{aligned}
\operatorname{Tr}(\rho\sigma)&=\tfrac14\bigl[(1+r_2)(1+s_2)+(1-r_2)(1-s_2)\\
&\qquad+(r_0-ir_1)(s_0+is_1)+(r_0+ir_1)(s_0-is_1)\bigr]\\
&=\tfrac14\bigl[2+2r_2s_2+2r_0s_0+2r_1s_1\bigr]=\frac{1+r\cdot s}{2}.
\end{aligned}
$$

The determinant term becomes

$$
2\sqrt{\frac{1-|r|^2}{4}\cdot\frac{1-|s|^2}{4}}=\frac12\sqrt{(1-|r|^2)(1-|s|^2)},
$$

and the sum of the two is the formula at the top. If one of the states is pure, its Bloch vector has length one, the square root vanishes, and the fidelity is the overlap $\operatorname{Tr}(\rho\sigma)$. For two mixed states the fidelity exceeds the overlap by half the square root.

## How the Lean statement expresses this

The main theorem is `qubit_fidelity`. In words: let `r` and `s` be real vectors with three components, let `A` be a positive semidefinite root of `bloch r`, and let `R` be a positive semidefinite root of `A * bloch s * A`. Then the squared trace of `R` equals the trace-and-determinant expression, and it also equals the expression in Bloch vectors.

- `bloch r` is the matrix $\rho$ displayed above, with the same numbering of components. Its trace is one by construction. In its docstring, `σ` stands for the vector of Pauli matrices, not for the second state.
- `IsPosSqrt R M` says that `R` is positive semidefinite and `R * R = M`. The roots are matrices with these two properties, not the output of a particular square-root function, so the result applies to roots obtained by any method.
- `r ⬝ᵥ s` is the scalar product $r\cdot s$, and `r ⬝ᵥ r` is the squared Euclidean length $|r|^2$.
- The trace of a complex matrix is a complex number, so both equations are equations in `ℂ`. Their right-hand sides contain real square roots, converted to complex numbers. The `.re` in the determinant term hands the real square root a real argument; under the hypotheses the product of the determinants is real and nonnegative.

The condition $|r|\le1$ is not listed because it follows from the existence of `A`: the square of a Hermitian matrix is positive semidefinite. For `s` the hypothesis is slightly weaker than being a state. When $\rho$ is mixed, `A` is invertible, and positivity of $A\sigma A$ forces positivity of $\sigma$. When $\rho$ is pure, the hypotheses can also be met by some vectors with $|s|>1$. The equations remain true there, but only $|s|\le1$ describes a physical state.

The more general theorems `trace_sq_of_amplitude` and `fidelity_eq_trace_det` do not require unit trace. They hold for unnormalised $2\times2$ matrices for which the stated roots exist. Everything concerns a single two-level system; a pair of qubits, with its $4\times4$ density matrices, is not covered.

## The complete file

```lean
import Mathlib

open Matrix
open scoped ComplexOrder

namespace QubitRootFidelity

noncomputable section

/-- The qubit matrix `(I + r·σ)/2` with Bloch vector `r`. -/
def bloch (r : Fin 3 → ℝ) : Matrix (Fin 2) (Fin 2) ℂ :=
  !![(1 + (r 2 : ℂ)) / 2, ((r 0 : ℂ) - (r 1 : ℂ) * Complex.I) / 2;
     ((r 0 : ℂ) + (r 1 : ℂ) * Complex.I) / 2, (1 - (r 2 : ℂ)) / 2]

/-- `R` is a positive semidefinite square root of `M`. -/
def IsPosSqrt (R M : Matrix (Fin 2) (Fin 2) ℂ) : Prop :=
  R.PosSemidef ∧ R * R = M

/-- For a two-level system the squared trace of a matrix is the trace of its square plus
twice its determinant. -/
theorem trace_sq_eq (R : Matrix (Fin 2) (Fin 2) ℂ) :
    R.trace ^ 2 = (R * R).trace + 2 * R.det := by
  simp only [Matrix.trace_fin_two, Matrix.det_fin_two, Matrix.mul_apply, Fin.sum_univ_two]
  ring

/-- The determinant of a positive semidefinite matrix is the nonnegative square root of
its own square. -/
theorem det_eq_sqrt {R : Matrix (Fin 2) (Fin 2) ℂ} (hR : R.PosSemidef) {d : ℂ}
    (hd : R.det ^ 2 = d) : R.det = ((√d.re : ℝ) : ℂ) := by
  obtain ⟨hre, him⟩ := Complex.nonneg_iff.mp hR.det_nonneg
  have hd' : d.re = R.det.re ^ 2 := by
    rw [← hd, sq, Complex.mul_re, ← him]
    ring
  rw [hd', Real.sqrt_sq hre]
  apply Complex.ext
  · simp
  · simp [← him]

/-- For any amplitude `A` with `A Aᴴ = ρ`, the positive root `R` of `Aᴴ σ A` satisfies
`(Tr R)² = Tr(ρσ) + 2 √(det ρ det σ)`. -/
theorem trace_sq_of_amplitude {ρ σ A R : Matrix (Fin 2) (Fin 2) ℂ}
    (hA : A * Aᴴ = ρ) (hR : IsPosSqrt R (Aᴴ * σ * A)) :
    R.trace ^ 2 = (ρ * σ).trace + 2 * ((√(ρ.det * σ.det).re : ℝ) : ℂ) := by
  -- the determinant of R squares to the product of the two determinants
  have hdet : R.det ^ 2 = ρ.det * σ.det := by
    rw [sq, ← Matrix.det_mul, hR.2, ← hA]
    simp only [Matrix.det_mul]
    ring
  -- cyclicity of the trace brings the two factors of the amplitude together
  have htr : (R * R).trace = (ρ * σ).trace := by
    rw [hR.2, Matrix.trace_mul_cycle, hA]
  rw [trace_sq_eq, htr, det_eq_sqrt hR.1 hdet]

/-- With `A` the positive root of `ρ` and `R` the positive root of `A σ A`, the fidelity
`(Tr R)²` equals `Tr(ρσ) + 2 √(det ρ det σ)`. -/
theorem fidelity_eq_trace_det {ρ σ A R : Matrix (Fin 2) (Fin 2) ℂ}
    (hA : IsPosSqrt A ρ) (hR : IsPosSqrt R (A * σ * A)) :
    R.trace ^ 2 = (ρ * σ).trace + 2 * ((√(ρ.det * σ.det).re : ℝ) : ℂ) := by
  have hH : Aᴴ = A := hA.1.isHermitian.eq
  apply trace_sq_of_amplitude (A := A)
  · rw [hH]
    exact hA.2
  · rw [hH]
    exact hR

/-- The determinant of a qubit matrix with Bloch vector `r` is `(1 - |r|²)/4`. -/
theorem det_bloch (r : Fin 3 → ℝ) :
    (bloch r).det = (((1 - r ⬝ᵥ r) / 4 : ℝ) : ℂ) := by
  simp only [bloch, Matrix.det_fin_two_of, dotProduct, Fin.sum_univ_three]
  push_cast
  linear_combination ((r 1 : ℂ) ^ 2 / 4) * Complex.I_sq

/-- The fidelity `(Tr R)²` of two qubit states with Bloch vectors `r` and `s` equals
`Tr(ρσ) + 2 √(det ρ det σ)` and also `(1 + r·s + √((1 - |r|²)(1 - |s|²)))/2`. -/
theorem qubit_fidelity (r s : Fin 3 → ℝ) {A R : Matrix (Fin 2) (Fin 2) ℂ}
    (hA : IsPosSqrt A (bloch r)) (hR : IsPosSqrt R (A * bloch s * A)) :
    R.trace ^ 2 = (bloch r * bloch s).trace
        + 2 * ((√((bloch r).det * (bloch s).det).re : ℝ) : ℂ) ∧
    R.trace ^ 2 =
      (((1 + r ⬝ᵥ s + √((1 - r ⬝ᵥ r) * (1 - s ⬝ᵥ s))) / 2 : ℝ) : ℂ) := by
  have h := fidelity_eq_trace_det hA hR
  refine ⟨h, ?_⟩
  -- the overlap of the two states
  have htr : (bloch r * bloch s).trace = (((1 + r ⬝ᵥ s) / 2 : ℝ) : ℂ) := by
    simp only [bloch, Matrix.trace_fin_two, Matrix.mul_apply, Fin.sum_univ_two,
      dotProduct, Fin.sum_univ_three, Matrix.of_apply, Matrix.cons_val', Matrix.cons_val_zero,
      Matrix.cons_val_one, Matrix.cons_val_fin_one]
    push_cast
    linear_combination (-(r 1 : ℂ) * (s 1 : ℂ) / 2) * Complex.I_sq
  -- the determinant term
  have hs : √((1 - r ⬝ᵥ r) / 4 * ((1 - s ⬝ᵥ s) / 4))
      = √((1 - r ⬝ᵥ r) * (1 - s ⬝ᵥ s)) / 4 := by
    rw [show (1 - r ⬝ᵥ r) / 4 * ((1 - s ⬝ᵥ s) / 4)
        = (1 - r ⬝ᵥ r) * (1 - s ⬝ᵥ s) / 4 ^ 2 by ring,
      Real.sqrt_div' _ (by norm_num), Real.sqrt_sq (by norm_num)]
  rw [h, htr, det_bloch, det_bloch, ← Complex.ofReal_mul, Complex.ofReal_re, hs]
  push_cast
  ring

/-- The fidelity is the same whichever of the two states is the one whose root is
taken first. -/
theorem fidelity_symm {ρ σ A B R S : Matrix (Fin 2) (Fin 2) ℂ}
    (hA : IsPosSqrt A ρ) (hR : IsPosSqrt R (A * σ * A))
    (hB : IsPosSqrt B σ) (hS : IsPosSqrt S (B * ρ * B)) :
    R.trace ^ 2 = S.trace ^ 2 := by
  rw [fidelity_eq_trace_det hA hR, fidelity_eq_trace_det hB hS,
    Matrix.trace_mul_comm ρ σ, mul_comm ρ.det σ.det]

open scoped MatrixOrder in
/-- Every positive semidefinite matrix of a two-level system has a positive semidefinite
square root. -/
theorem exists_posSqrt {M : Matrix (Fin 2) (Fin 2) ℂ} (hM : M.PosSemidef) :
    ∃ R, IsPosSqrt R M :=
  ⟨CFC.sqrt M, Matrix.nonneg_iff_posSemidef.mp (CFC.sqrt_nonneg M),
    CFC.sqrt_mul_sqrt_self M (Matrix.nonneg_iff_posSemidef.mpr hM)⟩

/-- For positive semidefinite `ρ` and `σ` the two roots that enter the fidelity exist. -/
theorem exists_fidelity_roots {ρ σ : Matrix (Fin 2) (Fin 2) ℂ}
    (hρ : ρ.PosSemidef) (hσ : σ.PosSemidef) :
    ∃ A R, IsPosSqrt A ρ ∧ IsPosSqrt R (A * σ * A) := by
  obtain ⟨A, hA⟩ := exists_posSqrt hρ
  have h := hσ.conjTranspose_mul_mul_same A
  rw [hA.1.isHermitian.eq] at h
  obtain ⟨R, hR⟩ := exists_posSqrt h
  exact ⟨A, R, hA, hR⟩

/-- A diagonal matrix with nonnegative real entries is positive semidefinite. -/
theorem posSemidef_diag {a c : ℝ} (ha : 0 ≤ a) (hc : 0 ≤ c) :
    (!![(a : ℂ), 0; 0, (c : ℂ)]).PosSemidef := by
  have h : !![(a : ℂ), 0; 0, (c : ℂ)] = Matrix.diagonal ![(a : ℂ), (c : ℂ)] := by
    ext i j
    fin_cases i <;> fin_cases j <;> simp
  rw [h, Matrix.posSemidef_diagonal_iff]
  intro i
  fin_cases i
  · simpa using ha
  · simpa using hc

/-- Explicit roots for the states with Bloch vectors `(0, 0, 7/25)` and
`(28/45, 0, -7/225)`, whose fidelity is `196/225`. -/
theorem qubit_fidelity_witness :
    IsPosSqrt !![4/5, 0; 0, 3/5] (bloch ![0, 0, 7/25]) ∧
    IsPosSqrt !![8/15, 4/25; 4/25, 2/5]
      (!![4/5, 0; 0, 3/5] * bloch ![28/45, 0, -7/225] * !![4/5, 0; 0, 3/5]) ∧
    (!![8/15, 4/25; 4/25, 2/5] : Matrix (Fin 2) (Fin 2) ℂ).trace ^ 2 = 196/225 := by
  have hb : ∀ x y z : ℝ, bloch ![x, y, z] =
      !![(1 + (z : ℂ)) / 2, ((x : ℂ) - (y : ℂ) * Complex.I) / 2;
         ((x : ℂ) + (y : ℂ) * Complex.I) / 2, (1 - (z : ℂ)) / 2] := fun _ _ _ => rfl
  have h2 : (starRingEnd ℂ) 2 = 2 := Complex.conj_eq_iff_im.mpr (by simp)
  have h5 : (starRingEnd ℂ) 5 = 5 := Complex.conj_eq_iff_im.mpr (by simp)
  refine ⟨⟨?_, ?_⟩, ⟨?_, ?_⟩, ?_⟩
  · have h := posSemidef_diag (a := 4/5) (c := 3/5) (by norm_num) (by norm_num)
    push_cast at h
    exact h
  · rw [hb]
    ext i j
    fin_cases i <;> fin_cases j <;> norm_num [Matrix.mul_apply, Fin.sum_univ_two]
  · -- a positive diagonal part plus a Gram matrix
    have h := (posSemidef_diag (a := 28/75) (c := 6/25) (by norm_num) (by norm_num)).add
      (Matrix.posSemidef_conjTranspose_mul_self
        (!![((2/5 : ℝ) : ℂ), ((2/5 : ℝ) : ℂ); 0, 0]))
    convert h using 1
    ext i j
    fin_cases i <;> fin_cases j <;>
      norm_num [Matrix.mul_apply, Fin.sum_univ_two, Matrix.conjTranspose_apply, h2, h5]
  · rw [hb]
    ext i j
    fin_cases i <;> fin_cases j <;> norm_num [Matrix.mul_apply, Fin.sum_univ_two]
  · norm_num [Matrix.trace_fin_two]

end

end QubitRootFidelity
```

```lean
#print axioms QubitRootFidelity.qubit_fidelity
#print axioms QubitRootFidelity.fidelity_symm
#print axioms QubitRootFidelity.exists_fidelity_roots
```

```
'QubitRootFidelity.qubit_fidelity' depends on axioms: [propext, Classical.choice, Quot.sound]
'QubitRootFidelity.fidelity_symm' depends on axioms: [propext, Classical.choice, Quot.sound]
'QubitRootFidelity.exists_fidelity_roots' depends on axioms: [propext, Classical.choice, Quot.sound]
```

## Trace, determinant and sign in the proof

`trace_sq_eq` is the identity $(\operatorname{Tr}R)^2=\operatorname{Tr}R^2+2\det R$. The `simp only` line writes trace, determinant and product in terms of the four entries, and `ring` compares the two polynomials.

`det_eq_sqrt` settles the sign. Mathlib supplies `hR.det_nonneg`, the nonnegativity of the determinant of a positive semidefinite matrix. In the ordering used for complex numbers, this means that the imaginary part is zero and the real part is nonnegative, and `Complex.nonneg_iff` separates the two facts. The real part of $(\det R)^2$ is then the square of the real part of $\det R$, and `Real.sqrt_sq` takes the nonnegative root.

`trace_sq_of_amplitude` joins the pieces for an arbitrary amplitude. Its `hdet` is the determinant computation: `Matrix.det_mul` splits the products and `ring` reorders the scalar factors. Its `htr` is the cyclic step, in which `Matrix.trace_mul_cycle` moves the last factor to the front, so that $A$ and $A^\dagger$ stand next to each other and can be replaced by $\rho$. The final `rw` inserts both results into `trace_sq_eq`.

`fidelity_eq_trace_det` specialises to the positive root. The only new ingredient is `hH`, which states that a positive semidefinite `A` equals its own conjugate transpose.

## Bloch components in the proof

`det_bloch` evaluates the determinant. After expansion, the two sides differ by a multiple of $i^2+1$, and `linear_combination` removes the difference with the stated multiple of `Complex.I_sq`, the equation $i^2=-1$.

In `qubit_fidelity` the first equation is `fidelity_eq_trace_det` applied to the two Bloch matrices. For the second, `htr` computes the overlap, again using $i^2=-1$, and `hs` takes the two factors $1/4$ out of the square root as a single $1/4$. The last lines substitute these values and collect terms.

## Symmetry, existence and a rational example

The definition treats the two states differently, since the root of $\rho$ is taken first. `fidelity_symm` shows that the order does not affect the value. The right-hand side of the trace-and-determinant formula is symmetric, because $\operatorname{Tr}(\rho\sigma)=\operatorname{Tr}(\sigma\rho)$ and the determinants are commuting numbers.

`exists_posSqrt` obtains a root of any positive semidefinite $2\times2$ matrix from Mathlib's continuous functional calculus. `exists_fidelity_roots` applies it twice: first to $\rho$, then to $A\sigma A$, which is positive semidefinite because it has the form $A^\dagger\sigma A$. To use this for Bloch vectors one needs the positivity of `bloch r` for $|r|\le1$, which the file does not state; it follows from the eigenvalues $(1\pm|r|)/2$.

`qubit_fidelity_witness` gives a pair of full-rank, non-commuting states for which the two roots in the definition, $A$ and $R$, have rational entries. The Bloch vectors are $r=(0,0,7/25)$ and $s=(28/45,0,-7/225)$, and the roots are

$$
A=\begin{pmatrix}4/5&0\\0&3/5\end{pmatrix},\qquad
R=\begin{pmatrix}8/15&4/25\\4/25&2/5\end{pmatrix}.
$$

Here $\operatorname{Tr}R=14/15$, and the fidelity is $196/225$. The Bloch formula gives the same number: $r\cdot s=-49/5625$ and the square root is $4224/5625$, so that

$$
F=\frac12\cdot\frac{5625-49+4224}{5625}=\frac{196}{225}.
$$

The Lean proof works with the matrices directly. It verifies the two squares entry by entry. The positivity of $A$ comes from `posSemidef_diag`, and that of $R$ from the decomposition

$$
R=\begin{pmatrix}28/75&0\\0&6/25\end{pmatrix}+\frac{4}{25}\begin{pmatrix}1&1\\1&1\end{pmatrix},
$$

where the first term is diagonal with positive entries and the second has the form $G^\dagger G$.
